# Pair hopping and off-diagonal long-range order in the uniform state of k hard-core pairs

Let $\psi_k$ be the normalized, equal-amplitude superposition of all ways to place $k$ hard-core pairs on $L$ sites, with $k\le L$, and let $b_i^\dagger$, $b_i$ create and remove a pair on site $i$. Then

$$\rho_{ij}=\langle\psi_k|b_i^\dagger b_j|\psi_k\rangle=\frac{k(L-k)}{L(L-1)}\qquad(i\ne j),$$

and, for $L\ge1$, the matrix $\rho$ has the constant vector as an eigenvector with eigenvalue $k(L-k+1)/L$. If $L\to\infty$ while $k/L\to\nu$, the hopping expectation tends to $\nu(1-\nu)$ for any choice of distinct sites. For $0<\nu<1$ this limit is nonzero, which is off-diagonal long-range order.

For the Hubbard model, these are exact pair correlations of eta-paired states, in which every site is empty or doubly occupied and the site-dependent eta signs are absorbed into $b_i$.

## Pairs as subsets of sites

The sites form a finite type `ι`, with $L$ = `Fintype.card ι`. There is no geometry, Hamiltonian or single electron in the model, so it does not address whether $\psi_k$ is an energy eigenstate.

```lean
import Mathlib

open Filter Topology

namespace EtaPairing

noncomputable section

variable {ι : Type*} [Fintype ι] [DecidableEq ι]
```

A configuration is the set $S$ of sites that hold a pair, and a state $\varphi$ gives each $S$ a real amplitude $\varphi(S)$. Removal reads the amplitude of the configuration with one more pair:

```lean
/-- Removal of a hard-core pair from site `i`, acting on amplitudes of pair configurations. -/
def annihilate (i : ι) (φ : Finset ι → ℝ) : Finset ι → ℝ :=
  fun S => if i ∈ S then 0 else φ (insert i S)
```

Creation reads the amplitude with one pair fewer. The hard-core condition, at most one pair per site, reflects the Pauli principle for two electrons of opposite spin in one orbital.

```lean
/-- Creation of a hard-core pair on site `i`; no site can hold two pairs. -/
def create (i : ι) (φ : Finset ι → ℝ) : Finset ι → ℝ :=
  fun S => if i ∈ S then φ (S.erase i) else 0
```

Since amplitudes are real, the inner product needs no complex conjugation.

```lean
/-- The overlap of two states with real amplitudes. -/
def overlap (φ χ : Finset ι → ℝ) : ℝ := ∑ S, φ S * χ S
```

The vacuum $|0\rangle$ has amplitude 1 on the empty set.

```lean
/-- The state without pairs. -/
def vacuum : Finset ι → ℝ := fun S => if S = ∅ then 1 else 0
```

The eta operator is $\eta^+=\sum_i b_i^\dagger$.

```lean
/-- The eta-pairing operator, which creates a pair in the uniform superposition of all sites. -/
def etaPlus (φ : Finset ι → ℝ) : Finset ι → ℝ := fun S => ∑ i, create i φ S
```

The state $\psi_k$ has amplitude $1/\sqrt{\binom Lk}$ on every $k$-subset and zero elsewhere.

```lean
/-- The uniform superposition of all configurations of `k` pairs. -/
def etaState (k : ℕ) : Finset ι → ℝ :=
  fun S => if S.card = k then 1 / √((Fintype.card ι).choose k : ℝ) else 0
```

The density matrix is defined as an expectation value; its entries are computed below.

```lean
/-- The pair density matrix: the expectation of moving a pair from site `j` to site `i`. -/
def pairDensity (k : ℕ) : Matrix ι ι ℝ :=
  fun i j => overlap (etaState k) (create i (annihilate j (etaState k)))
```

## (a) Eta pairs created from the vacuum

**Task.** Show that $(\eta^+)^k|0\rangle=k!\sqrt{\binom Lk}\,\psi_k$.

**Solution.** First show by induction that the left side has amplitude $k!$ on each $k$-subset and zero elsewhere. For $k=0$ this is the vacuum. For the next step,
$$(\eta^+\varphi)(S)=\sum_{i\in S}\varphi(S\setminus\{i\}).$$
If $|S|=k+1$, there are $k+1$ terms equal to $k!$, with sum $(k+1)!$; otherwise every term vanishes. Dividing $k!$ by the amplitude of $\psi_k$ gives the factor. For $k>L$ both sides are zero.

In the code, `aux` is the induction and `step` evaluates one term of the sum.

```lean
/-- Applying the eta-pairing operator `k` times to the vacuum gives a multiple of the
uniform `k`-pair state, with the factor `k! √(L choose k)`. -/
theorem etaPlus_iterate_vacuum (k : ℕ) :
    etaPlus^[k] (vacuum : Finset ι → ℝ) =
      ((k.factorial : ℝ) * √((Fintype.card ι).choose k : ℝ)) • etaState k := by
  -- each configuration of `k` pairs is reached in `k!` orders, and no other is reached
  have aux : ∀ (k : ℕ) (S : Finset ι), etaPlus^[k] (vacuum : Finset ι → ℝ) S =
      if S.card = k then (k.factorial : ℝ) else 0 := by
    intro k
    induction k with
    | zero => intro S; simp [vacuum, Finset.card_eq_zero]
    | succ k ih =>
      intro S
      have step : ∀ i, create i (etaPlus^[k] (vacuum : Finset ι → ℝ)) S =
          if i ∈ S then (if S.card = k + 1 then (k.factorial : ℝ) else 0) else 0 := by
        intro i
        by_cases h : i ∈ S
        · have hc := Finset.card_erase_add_one h
          by_cases hS : S.card = k + 1
          · have h' : (S.erase i).card = k := by omega
            rw [create, if_pos h, if_pos h, ih, if_pos h', if_pos hS]
          · have h' : ¬ (S.erase i).card = k := by omega
            rw [create, if_pos h, if_pos h, ih, if_neg h', if_neg hS]
        · simp [create, h]
      rw [Function.iterate_succ_apply']
      change ∑ i, create i (etaPlus^[k] (vacuum : Finset ι → ℝ)) S = _
      rw [Finset.sum_congr rfl fun i _ => step i, Finset.sum_ite_mem, Finset.univ_inter,
        Finset.sum_const, nsmul_eq_mul]
      by_cases hS : S.card = k + 1
      · rw [if_pos hS, if_pos hS, hS, Nat.factorial_succ, Nat.cast_mul]
      · simp [hS]
  funext S
  rw [aux]
  simp only [Pi.smul_apply, smul_eq_mul, etaState]
  by_cases hS : S.card = k
  · have hC : 0 < √((Fintype.card ι).choose k : ℝ) :=
      Real.sqrt_pos.2 (Nat.cast_pos.2 (Nat.choose_pos (hS ▸ Finset.card_le_univ S)))
    rw [if_pos hS, if_pos hS]
    field_simp
  · simp [hS]
```

## (b) The square of an amplitude

**Task.** Show that $(1/\sqrt n)^2=1/n$ for a natural number $n$.

**Solution.** For $n>0$, use $\sqrt n\,\sqrt n=n$. Lean sets $1/0=0$, so the identity also holds at $n=0$, and part (f) needs no bound on the number of pairs.

```lean
lemma amplitude_sq (n : ℕ) : 1 / √(n : ℝ) * (1 / √(n : ℝ)) = 1 / (n : ℝ) := by
  rw [div_mul_div_comm, one_mul, Real.mul_self_sqrt (Nat.cast_nonneg n)]
```

## (c) Normalization

**Task.** Show that $\langle\psi_k|\psi_k\rangle=1$ for $k\le L$.

**Solution.** There are $\binom Lk$ configurations, each contributing $1/\binom Lk$. The bound on $k$ makes the binomial coefficient nonzero. The proof rewrites the summand as a constant on `Finset.powersetCard` and counts that set.

```lean
/-- The uniform `k`-pair state is normalized whenever `k` pairs fit on the lattice. -/
theorem etaState_normalized {k : ℕ} (hk : k ≤ Fintype.card ι) :
    overlap (etaState k : Finset ι → ℝ) (etaState k) = 1 := by
  have hp : ∀ S : Finset ι, etaState k S * etaState k S =
      if S ∈ Finset.powersetCard k Finset.univ
        then 1 / ((Fintype.card ι).choose k : ℝ) else 0 := by
    intro S
    by_cases hS : S.card = k
    · have hm : S ∈ Finset.powersetCard k Finset.univ :=
        Finset.mem_powersetCard.2 ⟨Finset.subset_univ S, hS⟩
      rw [etaState, if_pos hS, if_pos hm, amplitude_sq]
    · simp [etaState, hS, Finset.mem_powersetCard]
  have hC : ((Fintype.card ι).choose k : ℝ) ≠ 0 := Nat.cast_ne_zero.2 (Nat.choose_pos hk).ne'
  rw [overlap, Finset.sum_congr rfl fun S _ => hp S, Finset.sum_ite_mem, Finset.univ_inter,
    Finset.sum_const, Finset.card_powersetCard, Finset.card_univ, nsmul_eq_mul,
    mul_one_div_cancel hC]
```

## (d) Creation as the adjoint of removal

**Task.** Show that $\langle\varphi|b_i^\dagger\chi\rangle=\langle b_i\varphi|\chi\rangle$ for all states $\varphi,\chi$.

**Solution.** Put $S=T\cup\{i\}$:
$$\sum_{S\ni i}\varphi(S)\,\chi(S\setminus\{i\})=\sum_{T\not\ni i}\varphi(T\cup\{i\})\,\chi(T).$$
The step `Finset.sum_nbij'` performs this change of variable, with erasing and inserting $i$ as inverse maps.

```lean
/-- Pair creation is the adjoint of pair annihilation. -/
theorem overlap_create (i : ι) (φ χ : Finset ι → ℝ) :
    overlap φ (create i χ) = overlap (annihilate i φ) χ := by
  calc overlap φ (create i χ)
      = ∑ S ∈ Finset.univ.filter (fun S : Finset ι => i ∈ S), φ S * χ (S.erase i) := by
        rw [Finset.sum_filter]
        refine Finset.sum_congr rfl fun S _ => ?_
        by_cases h : i ∈ S <;> simp [create, h]
    _ = ∑ S ∈ Finset.univ.filter (fun S : Finset ι => i ∉ S), φ (insert i S) * χ S := by
        refine Finset.sum_nbij' (fun S => S.erase i) (fun S => insert i S) ?_ ?_ ?_ ?_ ?_
        · intro S _; simp
        · intro S _; simp
        · intro S hS; exact Finset.insert_erase (Finset.mem_filter.1 hS).2
        · intro S hS; exact Finset.erase_insert (Finset.mem_filter.1 hS).2
        · intro S hS; simp only [Finset.insert_erase (Finset.mem_filter.1 hS).2]
    _ = overlap (annihilate i φ) χ := by
        rw [Finset.sum_filter]
        refine Finset.sum_congr rfl fun S _ => ?_
        by_cases h : i ∈ S <;> simp [annihilate, h]
```

## (e) No pairs, no hopping

**Task.** Show that $\rho=0$ for $k=0$.

**Solution.** Removing a pair from the vacuum gives zero, so every overlap vanishes.

```lean
lemma pairDensity_zero (i j : ι) : pairDensity 0 i j = 0 := by
  have h : ∀ S, annihilate j (etaState 0) S = 0 := by
    intro S
    by_cases hj : j ∈ S <;> simp [annihilate, etaState, hj]
  rw [pairDensity, overlap_create]
  simp [overlap, h]
```

## (f) Matrix elements by counting

**Task.** For $k=m+1$ pairs, show that
$$\rho_{ij}=\binom{L-|\{i,j\}|}{m}\bigg/\binom{L}{m+1}.$$

**Solution.** By (d), $\rho_{ij}=\langle b_i\psi_k|b_j\psi_k\rangle$. A configuration $S$ contributes only if it avoids both sites and has $m$ elements; its contribution is then $1/\binom L{m+1}$. The numerator counts such $S$. The set $\{i,j\}$ has one element if $i=j$ and two otherwise, so one formula covers both cases. In the code, `hmem` characterizes the contributing sets and `hp` gives their contribution.

```lean
/-- With `m + 1` pairs, the density matrix element counts the placements of the other `m`
pairs that avoid both sites, relative to the number of all configurations. -/
theorem pairDensity_succ (m : ℕ) (i j : ι) :
    pairDensity (m + 1) i j =
      ((Fintype.card ι - ({i, j} : Finset ι).card).choose m : ℝ) /
        ((Fintype.card ι).choose (m + 1) : ℝ) := by
  have hp : ∀ S : Finset ι,
      annihilate i (etaState (m + 1)) S * annihilate j (etaState (m + 1)) S =
      if S ∈ Finset.powersetCard m ({i, j} : Finset ι)ᶜ
        then 1 / ((Fintype.card ι).choose (m + 1) : ℝ) else 0 := by
    intro S
    have hmem : S ∈ Finset.powersetCard m ({i, j} : Finset ι)ᶜ ↔
        (i ∉ S ∧ j ∉ S) ∧ S.card = m := by
      rw [Finset.mem_powersetCard]
      refine and_congr_left fun _ => ⟨fun h => ⟨fun hi => ?_, fun hj => ?_⟩, ?_⟩
      · have := h hi
        simp at this
      · have := h hj
        simp at this
      · rintro ⟨hi, hj⟩ x hx
        simp only [Finset.mem_compl, Finset.mem_insert, Finset.mem_singleton]
        rintro (rfl | rfl)
        exacts [hi hx, hj hx]
    have hA : ∀ a, a ∉ S → annihilate a (etaState (m + 1)) S =
        if S.card = m then 1 / √((Fintype.card ι).choose (m + 1) : ℝ) else 0 := by
      intro a ha
      simp [annihilate, etaState, ha]
    by_cases hi : i ∈ S
    · rw [if_neg (fun h => (hmem.1 h).1.1 hi)]
      simp [annihilate, hi]
    by_cases hj : j ∈ S
    · rw [if_neg (fun h => (hmem.1 h).1.2 hj)]
      simp [annihilate, hj]
    rw [hA i hi, hA j hj]
    by_cases hm : S.card = m
    · rw [if_pos hm, if_pos (hmem.2 ⟨⟨hi, hj⟩, hm⟩), amplitude_sq]
    · rw [if_neg hm, if_neg (fun h => hm (hmem.1 h).2), zero_mul]
  rw [pairDensity, overlap_create, overlap, Finset.sum_congr rfl fun S _ => hp S,
    Finset.sum_ite_mem, Finset.univ_inter, Finset.sum_const, Finset.card_powersetCard,
    Finset.card_compl, nsmul_eq_mul, mul_one_div]
```

## (g) Mean occupation of a site

**Task.** Show that $\rho_{ii}=k/L$ for $k\le L$.

**Solution.** The case $k=0$ is (e). For $k=m+1$, the identity $L\binom{L-1}{m}=(m+1)\binom{L}{m+1}$ turns (f) into $(m+1)/L$. The code writes $L=n+1$ and calls this identity `h1`.

```lean
/-- The mean pair occupation of every site is `k / L`. -/
theorem pairDensity_diag {k : ℕ} (hk : k ≤ Fintype.card ι) (i : ι) :
    pairDensity k i i = (k : ℝ) / Fintype.card ι := by
  rcases k with _ | m
  · simp [pairDensity_zero]
  obtain ⟨n, hn⟩ : ∃ n, Fintype.card ι = n + 1 := ⟨Fintype.card ι - 1, by omega⟩
  have hC : ((n + 1).choose (m + 1) : ℝ) ≠ 0 :=
    Nat.cast_ne_zero.2 (Nat.choose_pos (hn ▸ hk)).ne'
  have h1 : ((n : ℝ) + 1) * (n.choose m : ℝ) = ((n + 1).choose (m + 1) : ℝ) * (m + 1) := by
    exact_mod_cast Nat.add_one_mul_choose_eq n m
  have hc : ({i, i} : Finset ι).card = 1 := by simp
  rw [pairDensity_succ, hc, hn, Nat.add_sub_cancel, div_eq_div_iff hC (by positivity)]
  push_cast
  linear_combination h1
```

## (h) Hopping between distinct sites

**Task.** Show that $\rho_{ij}=k(L-k)/(L(L-1))$ for $i\ne j$ and $k\le L$.

**Solution.** Again $k=0$ is (e). For $k=m+1$, combine
$$(L-1)\binom{L-2}{m}=(L-1-m)\binom{L-1}{m}$$
with the identity in (g) to get
$$L(L-1)\binom{L-2}{m}=(L-k)\,k\binom Lk.$$
Divide by $L(L-1)\binom Lk$ and use (f). Two distinct sites force $L\ge2$. The code writes $L=n+2$, and `linear_combination` combines the two identities.

The bound $k\le L$ matters: for $L=2$, $k=3$ there are no configurations and $\rho_{ij}=0$, but the formula would give $-3/2$.

```lean
/-- The pair hopping expectation between any two distinct sites is `k(L-k)/(L(L-1))`. -/
theorem pairDensity_offDiag {k : ℕ} (hk : k ≤ Fintype.card ι) {i j : ι} (hij : i ≠ j) :
    pairDensity k i j = (k : ℝ) * (Fintype.card ι - k) /
      (Fintype.card ι * ((Fintype.card ι : ℝ) - 1)) := by
  rcases k with _ | m
  · simp [pairDensity_zero]
  have hL : 2 ≤ Fintype.card ι := by
    rw [← Finset.card_pair hij]
    exact Finset.card_le_univ _
  obtain ⟨n, hn⟩ : ∃ n, Fintype.card ι = n + 2 := ⟨Fintype.card ι - 2, by omega⟩
  have hC : ((n + 2).choose (m + 1) : ℝ) ≠ 0 :=
    Nat.cast_ne_zero.2 (Nat.choose_pos (hn ▸ hk)).ne'
  -- two absorption identities relate the binomial coefficients
  have h1 : ((n : ℝ) + 2) * ((n + 1).choose m : ℝ) =
      ((n + 2).choose (m + 1) : ℝ) * (m + 1) := by
    exact_mod_cast Nat.add_one_mul_choose_eq (n + 1) m
  have h2 : (n.choose m : ℝ) * (n + 1) = ((n + 1).choose m : ℝ) * (n + 1 - m) := by
    have h := congrArg (Nat.cast (R := ℝ)) (Nat.choose_mul_succ_eq n m)
    rw [Nat.cast_mul, Nat.cast_mul, Nat.cast_sub (by omega : m ≤ n + 1)] at h
    simpa only [Nat.cast_add, Nat.cast_one] using h
  have hden : ((n : ℝ) + 2) * ((n : ℝ) + 2 - 1) ≠ 0 := by
    have : (n : ℝ) + 2 - 1 = n + 1 := by ring
    rw [this]
    positivity
  rw [pairDensity_succ, Finset.card_pair hij, hn, Nat.add_sub_cancel]
  push_cast
  rw [div_eq_div_iff hC hden]
  linear_combination ((n : ℝ) + 2) * h2 + ((n : ℝ) + 1 - m) * h1
```

## (i) The constant eigenvector

**Task.** For $L\ge1$ and $k\le L$, show that $(1,\dots,1)$ is an eigenvector of $\rho$ with eigenvalue $k(L-k+1)/L$.

**Solution.** For $L\ge2$ each row sums to
$$\frac kL+(L-1)\frac{k(L-k)}{L(L-1)}=\frac{k(L-k+1)}L.$$
For $L=1$ the only entry is $k$, which equals $k(2-k)$ for $k=0,1$. `HasEigenvector` also requires a nonzero vector, hence the assumption `Nonempty ι`.

In the smallest case with hopping, $L=2$ and $k=1$, all four entries of $\rho$ are $1/2$ and the eigenvalue is 1.

```lean
/-- The constant vector is an eigenvector of the pair density matrix, with eigenvalue
`k(L-k+1)/L`. -/
theorem pairDensity_hasEigenvector [Nonempty ι] {k : ℕ} (hk : k ≤ Fintype.card ι) :
    Module.End.HasEigenvector (Matrix.toLin' (pairDensity k : Matrix ι ι ℝ))
      ((k : ℝ) * (Fintype.card ι - k + 1) / Fintype.card ι) (fun _ => 1) := by
  refine ⟨Module.End.mem_eigenspace_iff.mpr ?_, fun h => ?_⟩
  · rw [Matrix.toLin'_apply]
    funext i
    simp only [Matrix.mulVec, dotProduct, mul_one, Pi.smul_apply, smul_eq_mul]
    -- one diagonal element and `L - 1` equal hopping elements
    rw [← Finset.add_sum_erase Finset.univ _ (Finset.mem_univ i), pairDensity_diag hk,
      Finset.sum_congr rfl fun j hj =>
        pairDensity_offDiag hk (Finset.ne_of_mem_erase hj).symm,
      Finset.sum_const, Finset.card_erase_of_mem (Finset.mem_univ i), Finset.card_univ,
      nsmul_eq_mul]
    obtain ⟨n, hn⟩ : ∃ n, Fintype.card ι = n + 1 :=
      ⟨Fintype.card ι - 1, by have := Fintype.card_pos (α := ι); omega⟩
    rw [hn] at hk ⊢
    rw [Nat.add_sub_cancel]
    rcases n with _ | n
    · have hk' : k = 0 ∨ k = 1 := by omega
      rcases hk' with rfl | rfl <;> norm_num
    · have e : ((n + 1 + 1 : ℕ) : ℝ) - 1 = (n : ℝ) + 1 := by push_cast; ring
      have h1 : (n : ℝ) + 1 ≠ 0 := by positivity
      have h2 : (n : ℝ) + 1 + 1 ≠ 0 := by positivity
      rw [e]
      push_cast
      field_simp
      ring
  · obtain ⟨i⟩ := ‹Nonempty ι›
    exact one_ne_zero (congrFun h i)
```

## (j) The limit of a large lattice

**Task.** Let $L=n+2$ and $k_n\le L$, with $k_n/L\to\nu$. Show that $\rho_{i_nj_n}\to\nu(1-\nu)$ for any distinct sites $i_n,j_n$.

**Solution.** With $x_n=k_n/L$, part (h) becomes
$$\rho_{i_nj_n}=x_n(1-x_n)\left(1+\frac1{L-1}\right).$$
The last factor tends to 1 and $x_n\to\nu$. The code proves this factorization as `hval` and then multiplies the limits. The sites may change with $n$ in any way, so no separation between them weakens the correlation.

```lean
/-- As the lattice grows at limiting filling `ν`, the pair correlation between distinct sites,
however chosen, tends to `ν(1-ν)`. -/
theorem offDiagonal_longRangeOrder (k : ℕ → ℕ) (hk : ∀ n, k n ≤ n + 2) (ν : ℝ)
    (hν : Tendsto (fun n : ℕ => (k n : ℝ) / ((n : ℝ) + 2)) atTop (𝓝 ν))
    (i j : ∀ n : ℕ, Fin (n + 2)) (hij : ∀ n, i n ≠ j n) :
    Tendsto (fun n => pairDensity (k n) (i n) (j n)) atTop (𝓝 (ν * (1 - ν))) := by
  have hval : ∀ n : ℕ, pairDensity (k n) (i n) (j n) =
      (k n : ℝ) / ((n : ℝ) + 2) * (1 - (k n : ℝ) / ((n : ℝ) + 2)) *
        (1 + 1 / ((n : ℝ) + 1)) := by
    intro n
    have h1 : (n : ℝ) + 1 ≠ 0 := by positivity
    have h2 : (n : ℝ) + 2 ≠ 0 := by positivity
    have e : (n : ℝ) + 2 - 1 = n + 1 := by ring
    rw [pairDensity_offDiag (by simpa using hk n) (hij n), Fintype.card_fin]
    push_cast
    rw [e]
    field_simp
    ring
  have hlim := (hν.mul (hν.const_sub 1)).mul
    ((tendsto_one_div_add_atTop_nhds_zero_nat (𝕜 := ℝ)).const_add 1)
  rw [add_zero, mul_one] at hlim
  exact hlim.congr fun n => (hval n).symm

end

end EtaPairing
```

```lean
#print axioms EtaPairing.etaPlus_iterate_vacuum
-- 'EtaPairing.etaPlus_iterate_vacuum' depends on axioms: [propext, Classical.choice, Quot.sound]
#print axioms EtaPairing.etaState_normalized
-- 'EtaPairing.etaState_normalized' depends on axioms: [propext, Classical.choice, Quot.sound]
#print axioms EtaPairing.pairDensity_hasEigenvector
-- 'EtaPairing.pairDensity_hasEigenvector' depends on axioms: [propext, Classical.choice, Quot.sound]
#print axioms EtaPairing.offDiagonal_longRangeOrder
-- 'EtaPairing.offDiagonal_longRangeOrder' depends on axioms: [propext, Classical.choice, Quot.sound]
```
